# Static screening in the Dirac-cone model of graphene: the neutral constant $1+\pi\alpha/2$ and a doped screening function without a kink at $2k_F$

A code that computes charged-impurity scattering or a screened Coulomb interaction in graphene can do so by dividing the bare potential by a static dielectric function $\varepsilon(q)$ at each wavevector $q$ of its grid. For non-interacting Dirac electrons at zero temperature, the polarizability that enters $\varepsilon(q)$ has a closed form: one line for the neutral sheet, and two branches that meet at $q=2k_F$ for the doped one, where $k_F$ is the Fermi wavevector.

## One constant for the neutral sheet, two branches for the doped one

Units have $\hbar=1$. Let $v>0$ be the cone velocity, $q>0$ the wavevector, $w$ the frequency and $e_2$ the Coulomb coupling ($e^2$ in Gaussian units for a sheet in vacuum), with $\alpha=e_2/v$. The interband absorption of the neutral sheet, meaning here the imaginary part of its polarizability, is $q^2/(4\sqrt{w^2-v^2q^2})$ for $w>vq$ and zero below. Its static Kramers–Kronig integral is

$$P_0(q)=\frac{2}{\pi}\int_{vq}^{\infty}\frac{q^2}{4w\sqrt{w^2-v^2q^2}}\,dw=\frac{q}{4v},$$

and the two-dimensional Coulomb potential $2\pi e_2/q$ turns it into

$$\varepsilon=1+\frac{2\pi e_2}{q}P_0(q)=1+\frac{\pi\alpha}{2}.$$

For the doped sheet let $x=q/(2k_F)$. The screening function is $F(x)=1$ for $x\le1$ and $F(x)=B(x)$ for $x>1$, where

$$B(x)=1+\frac{\pi x}{4}-\frac12\sqrt{1-\frac1{x^2}}-\frac x2\arcsin\frac1x .$$

$F$ is differentiable everywhere, with $F'(1)=0$. It is nondecreasing, and $F(x)-\pi x/4\to0$ as $x\to\infty$.

## Where a screening code uses these facts

The neutral result is a test for a numerical Kramers–Kronig routine, whose integrand has an inverse-square-root singularity at the threshold $w=vq$. The exact $\varepsilon$ is also the same at every $q$, whereas an integral stopped at a fixed upper frequency gives a value that drifts with $q$, by the truncation error derived below.

In the doped case the polarizability is $(2k_F/(\pi v))\,F(q/(2k_F))$, the density of states at the Fermi level times $F$. $F$ has no jump in value or slope at $x=1$, but just above it the slope grows like $\sqrt{2(x-1)}$, so the second derivative diverges and interpolation of a table across $x=1$ converges more slowly than for a smooth function. A decrease between neighbouring entries by more than rounding signals an error. This last test is for $F$ and not for $\varepsilon(q)$, which carries a further factor $1/q$ and decreases with $q$.

## An arcsine antiderivative and a matched slope

**Neutral sheet.** Take $A(w)=-\frac{q}{4v}\arcsin\frac{vq}{w}$. For $w>vq$,

$$A'(w)=-\frac{q}{4v}\cdot\frac{1}{\sqrt{1-v^2q^2/w^2}}\cdot\left(-\frac{vq}{w^2}\right)=\frac{q^2}{4w\sqrt{w^2-v^2q^2}},$$

which is the integrand. Since $A(w)\to0$ at infinity and $A(vq)=-\frac{q}{4v}\cdot\frac\pi2$, the integral is $\pi q/(8v)$. Multiplying by $2/\pi$ gives $q/(4v)$, and then $\frac{2\pi e_2}{q}\cdot\frac{q}{4v}=\frac{\pi\alpha}{2}$.

The same antiderivative gives the truncation error: stopping the integral at a cutoff $W>vq$ lowers the result by the fraction $\frac2\pi\arcsin\frac{vq}{W}$.

**Slope of the upper branch.** Write $s=\sqrt{1-1/x^2}$. For $x>1$, $s'=1/(x^3s)$ and $\frac{d}{dx}\arcsin\frac1x=-\frac{1}{x^2s}$, so

$$B'(x)=\frac\pi4-\frac{1}{2x^3s}-\frac12\arcsin\frac1x+\frac{1}{2xs}.$$

The two terms with $1/s$ combine to $\frac{1}{2xs}\left(1-\frac1{x^2}\right)=\frac{s}{2x}$, which leaves

$$B'(x)=S(x)=\frac\pi4-\frac12\arcsin\frac1x+\frac{1}{2x}\sqrt{1-\frac1{x^2}} .$$

Each of the two terms with $1/s$ diverges as $x\to1^+$, while their sum vanishes. A code that needs $F'$ near $x=1$ should evaluate $S$ and not the separate terms.

**The joint.** At $x=1$, $B(1)=1+\frac\pi4-0-\frac\pi4=1$ and $S(1)=\frac\pi4-\frac\pi4+0=0$. For $x>1$ the mean value theorem gives $\frac{F(x)-F(1)}{x-1}=S(\xi)$ with $1<\xi<x$, and this tends to $S(1)=0$. From the left the difference quotient is zero, so $F'(1)=0$.

**Growth.** Since $\arcsin\le\pi/2$, the first two terms of $S$ have a nonnegative sum, and the third is nonnegative. Hence $F'\ge0$ everywhere.

**Large $x$.** For $x>1$, $F(x)-\frac{\pi x}{4}=1-\frac s2-\frac12\,x\arcsin\frac1x$. Here $s\to1$, and $x\arcsin\frac1x\to1$ because the arcsine has slope 1 at zero. The limit is $1-\frac12-\frac12=0$.

## The Lean file

```lean
import Mathlib

open Filter Set
open scoped Real Topology

namespace GrapheneStaticScreening

noncomputable section

/-- Interband absorption of neutral graphene at wavevector `q` and frequency `w`, for `w > v q`. -/
def interbandAbsorption (v q w : ℝ) : ℝ := q ^ 2 / (4 * √(w ^ 2 - (v * q) ^ 2))

/-- Static polarizability of neutral graphene as the Kramers-Kronig integral of its
interband absorption, for `v, q > 0`. -/
def neutralPolarizability (v q : ℝ) : ℝ :=
  2 / π * ∫ w in Ioi (v * q), interbandAbsorption v q w / w

/-- Static dielectric function of a sheet with polarizability `P` and Coulomb potential
`2 π e2 / q`, for `q > 0`. -/
def dielectric (e2 q P : ℝ) : ℝ := 1 + 2 * π * e2 / q * P

/-- Upper branch of the screening function of doped graphene, for `x ≥ 1`. -/
def branch (x : ℝ) : ℝ :=
  1 + π * x / 4 - √(1 - 1 / x ^ 2) / 2 - x / 2 * Real.arcsin (1 / x)

/-- Slope of the upper branch of the screening function, for `x ≥ 1`. -/
def branchSlope (x : ℝ) : ℝ :=
  π / 4 - Real.arcsin (1 / x) / 2 + √(1 - 1 / x ^ 2) / (2 * x)

/-- Static screening function of doped graphene, where `x` is the wavevector divided by twice
the Fermi wavevector. -/
def screening (x : ℝ) : ℝ := if x ≤ 1 then 1 else branch x

/-- For `v, q > 0` the static polarizability of neutral graphene is `q / (4 v)`. -/
theorem neutralPolarizability_eq {v q : ℝ} (hv : 0 < v) (hq : 0 < q) :
    neutralPolarizability v q = q / (4 * v) := by
  have ha : 0 < v * q := mul_pos hv hq
  -- an antiderivative of the integrand is an arcsine
  have hderiv : ∀ w ∈ Ioi (v * q), HasDerivAt
      (fun y : ℝ => -(q / (4 * v)) * Real.arcsin (v * q / y))
      (interbandAbsorption v q w / w) w := by
    intro w hw
    have hw' : v * q < w := hw
    have hw0 : 0 < w := ha.trans hw'
    have hlt : v * q / w < 1 := (div_lt_one hw0).mpr hw'
    have hgt : 0 < v * q / w := div_pos ha hw0
    have hr : 0 < √(w ^ 2 - (v * q) ^ 2) := Real.sqrt_pos.mpr (by nlinarith)
    have hroot : √(1 - (v * q / w) ^ 2) = √(w ^ 2 - (v * q) ^ 2) / w := by
      have h : 1 - (v * q / w) ^ 2 = (w ^ 2 - (v * q) ^ 2) / w ^ 2 := by
        rw [div_pow, sub_div, div_self (pow_ne_zero 2 hw0.ne')]
      rw [h, Real.sqrt_div' _ (sq_nonneg w), Real.sqrt_sq hw0.le]
    have hi : HasDerivAt (fun y : ℝ => v * q / y) (-(v * q) / w ^ 2) w :=
      ((hasDerivAt_const w (v * q)).fun_div (hasDerivAt_id' w) hw0.ne').congr_deriv (by ring)
    have h := (Real.hasDerivAt_arcsin (by linarith) hlt.ne).comp w hi
    refine (h.const_mul (-(q / (4 * v)))).congr_deriv ?_
    rw [hroot, interbandAbsorption]
    generalize √(w ^ 2 - (v * q) ^ 2) = r at hr
    field_simp
  have hcont : ContinuousAt (fun y : ℝ => -(q / (4 * v)) * Real.arcsin (v * q / y)) (v * q) :=
    continuousAt_const.mul (Real.continuous_arcsin.continuousAt.comp
      (continuousAt_const.div continuousAt_id ha.ne'))
  have hlim : Tendsto (fun y : ℝ => -(q / (4 * v)) * Real.arcsin (v * q / y)) atTop (𝓝 0) := by
    have h0 : Tendsto (fun y : ℝ => v * q / y) atTop (𝓝 0) :=
      tendsto_const_nhds.div_atTop tendsto_id
    simpa using ((Real.continuous_arcsin.tendsto 0).comp h0).const_mul (-(q / (4 * v)))
  have hpos : ∀ w ∈ Ioi (v * q), 0 ≤ interbandAbsorption v q w / w := by
    intro w hw
    have hw0 : 0 < w := ha.trans hw
    unfold interbandAbsorption
    positivity
  rw [neutralPolarizability, MeasureTheory.integral_Ioi_of_hasDerivAt_of_nonneg
    hcont.continuousWithinAt hderiv hpos hlim, div_self ha.ne', Real.arcsin_one]
  have hpi : 2 / π * (π / 2) = 1 := by field_simp
  linear_combination (q / (4 * v)) * hpi

/-- For `v, q > 0` neutral graphene has the static dielectric constant `1 + π α / 2`, where
`α = e2 / v` is its fine-structure constant. -/
theorem neutral_dielectric (e2 : ℝ) {v q : ℝ} (hv : 0 < v) (hq : 0 < q) :
    dielectric e2 q (neutralPolarizability v q) = 1 + π * (e2 / v) / 2 := by
  rw [neutralPolarizability_eq hv hq, dielectric]
  have h : 1 / q * q = 1 := one_div_mul_cancel hq.ne'
  linear_combination (π * e2 / (2 * v)) * h

/-- For `x > 1` the upper branch of the screening function has the slope `branchSlope x`. -/
theorem hasDerivAt_branch {x : ℝ} (hx : 1 < x) : HasDerivAt branch (branchSlope x) x := by
  have h0 : 0 < x := by linarith
  have hlt : 1 / x < 1 := (div_lt_one h0).mpr hx
  have hgt : 0 < 1 / x := by positivity
  have hD : 0 < 1 - 1 / x ^ 2 := by
    have : 1 / x ^ 2 < 1 := (div_lt_one (by positivity)).mpr (by nlinarith)
    linarith
  have hi : HasDerivAt (fun y : ℝ => 1 / y) (-1 / x ^ 2) x :=
    ((hasDerivAt_const x (1 : ℝ)).fun_div (hasDerivAt_id' x) h0.ne').congr_deriv (by ring)
  have hp : HasDerivAt (fun y : ℝ => y ^ 2) (2 * x) x := by simpa using hasDerivAt_pow 2 x
  have hq : HasDerivAt (fun y : ℝ => 1 - 1 / y ^ 2) (2 / x ^ 3) x :=
    ((hasDerivAt_const x (1 : ℝ)).fun_sub ((hasDerivAt_const x (1 : ℝ)).fun_div hp
      (pow_ne_zero 2 h0.ne'))).congr_deriv (by field_simp; ring)
  have hs := hq.sqrt hD.ne'
  have ha := (Real.hasDerivAt_arcsin (by linarith) hlt.ne).comp x hi
  rw [one_div_pow] at ha
  have H := (((hasDerivAt_const x (1 : ℝ)).fun_add
    (((hasDerivAt_id' x).const_mul π).div_const 4)).fun_sub (hs.div_const 2)).fun_sub
    (((hasDerivAt_id' x).div_const 2).fun_mul ha)
  -- the derivatives of the root and of the arcsine combine into a single root
  have e : 0 + π * 1 / 4 - 2 / x ^ 3 / (2 * √(1 - 1 / x ^ 2)) / 2
      - (1 / 2 * Real.arcsin (1 / x) + x / 2 * (1 / √(1 - 1 / x ^ 2) * (-1 / x ^ 2)))
      = branchSlope x := by
    unfold branchSlope
    have hs2 := Real.sq_sqrt hD.le
    have hs0 := Real.sqrt_pos.mpr hD
    generalize √(1 - 1 / x ^ 2) = s at hs2 hs0 ⊢
    have key : 1 / s * (1 - 1 / x ^ 2) = s := by
      rw [← hs2]
      field_simp
    have hxx : x / 2 * (1 / s * (-1 / x ^ 2)) = -(1 / (2 * x * s)) := by field_simp
    linear_combination (1 / (2 * x)) * key - hxx
  exact H.congr_deriv e

/-- The slope of the upper branch vanishes at `x = 1`. -/
theorem branchSlope_one : branchSlope 1 = 0 := by
  have h : √(1 - 1 / (1 : ℝ) ^ 2) = 0 := by norm_num
  rw [branchSlope, h, div_one, Real.arcsin_one]
  ring

/-- The screening function is differentiable at every `x`, with the slope of the upper branch
taken at the larger of `x` and `1`. -/
theorem hasDerivAt_screening (x : ℝ) :
    HasDerivAt screening (branchSlope (max x 1)) x := by
  have hm : Continuous fun y : ℝ => max y 1 := continuous_id.max continuous_const
  have h0 : ∀ y : ℝ, max y 1 ≠ 0 := fun y => (lt_of_lt_of_le one_pos (le_max_right y 1)).ne'
  have hs : Continuous fun y : ℝ => √(1 - 1 / (max y 1) ^ 2) :=
    (continuous_const.sub (continuous_const.div (hm.pow 2) fun y => pow_ne_zero 2 (h0 y))).sqrt
  have ha : Continuous fun y : ℝ => Real.arcsin (1 / max y 1) :=
    Real.continuous_arcsin.comp (continuous_const.div hm h0)
  -- the two branches join continuously, and so do their slopes
  have hF : Continuous screening := by
    have e : screening = fun y => branch (max y 1) := by
      funext y
      by_cases h : y ≤ 1
      · have h1 : √(1 - 1 / (1 : ℝ) ^ 2) = 0 := by norm_num
        rw [screening, if_pos h, max_eq_right h, branch, h1, div_one, Real.arcsin_one]
        ring
      · rw [screening, if_neg h, max_eq_left (not_le.mp h).le]
    rw [e]
    unfold branch
    exact ((continuous_const.add ((continuous_const.mul hm).div_const 4)).sub
      (hs.div_const 2)).sub ((hm.div_const 2).mul ha)
  have hS : Continuous fun y : ℝ => branchSlope (max y 1) := by
    unfold branchSlope
    exact (continuous_const.sub (ha.div_const 2)).add
      (hs.div (continuous_const.mul hm) fun y => mul_ne_zero two_ne_zero (h0 y))
  refine hasDerivAt_of_hasDerivAt_of_ne' (x := 1) (g := fun y => branchSlope (max y 1))
    ?_ hF.continuousAt hS.continuousAt x
  intro y hy
  show HasDerivAt screening (branchSlope (max y 1)) y
  rcases lt_or_gt_of_ne hy with h | h
  · have e : screening =ᶠ[𝓝 y] fun _ => (1 : ℝ) := by
      filter_upwards [Iio_mem_nhds h] with z hz
      exact if_pos (le_of_lt hz)
    rw [max_eq_right h.le, branchSlope_one]
    exact (hasDerivAt_const y (1 : ℝ)).congr_of_eventuallyEq e
  · have e : screening =ᶠ[𝓝 y] branch := by
      filter_upwards [Ioi_mem_nhds h] with z hz
      exact if_neg (not_le.mpr hz)
    rw [max_eq_left h.le]
    exact (hasDerivAt_branch h).congr_of_eventuallyEq e

/-- The screening function of doped graphene has zero slope at `x = 1`, is nondecreasing, and
approaches the line `π x / 4` at large `x`. -/
theorem screening_main : HasDerivAt screening 0 1 ∧ Monotone screening ∧
    Tendsto (fun x => screening x - π * x / 4) atTop (𝓝 0) := by
  refine ⟨?_, ?_, ?_⟩
  · simpa [branchSlope_one] using hasDerivAt_screening 1
  · refine monotone_of_deriv_nonneg (fun x => (hasDerivAt_screening x).differentiableAt) ?_
    intro x
    rw [(hasDerivAt_screening x).deriv, branchSlope]
    have h1 := Real.arcsin_le_pi_div_two (1 / max x 1)
    have h2 : 0 < max x 1 := lt_of_lt_of_le one_pos (le_max_right x 1)
    have h3 : 0 ≤ √(1 - 1 / (max x 1) ^ 2) / (2 * max x 1) := by positivity
    linarith
  · -- `x arcsin (1/x)` tends to the derivative of the arcsine at zero
    have hd : HasDerivAt Real.arcsin 1 0 := by
      simpa using Real.hasDerivAt_arcsin (x := 0) (by norm_num) (by norm_num)
    have hi : Tendsto (fun x : ℝ => x⁻¹) atTop (𝓝[≠] 0) := by
      refine tendsto_nhdsWithin_iff.mpr ⟨tendsto_inv_atTop_zero, ?_⟩
      filter_upwards [eventually_gt_atTop (0 : ℝ)] with x hx
      exact inv_ne_zero hx.ne'
    have ha : Tendsto (fun x : ℝ => x * Real.arcsin (1 / x)) atTop (𝓝 1) := by
      refine ((hasDerivAt_iff_tendsto_slope_zero.mp hd).comp hi).congr fun x => ?_
      simp [one_div]
    have hz : Tendsto (fun x : ℝ => 1 / x ^ 2) atTop (𝓝 0) :=
      tendsto_const_nhds.div_atTop (tendsto_pow_atTop two_ne_zero)
    have hs : Tendsto (fun x : ℝ => √(1 - 1 / x ^ 2)) atTop (𝓝 1) := by
      simpa using ((tendsto_const_nhds (x := (1 : ℝ))).sub hz).sqrt
    have h := ((tendsto_const_nhds (x := (1 : ℝ))).sub (hs.div_const 2)).sub (ha.div_const 2)
    have e : (1 : ℝ) - 1 / 2 - 1 / 2 = 0 := by norm_num
    rw [e] at h
    refine h.congr' ?_
    filter_upwards [eventually_gt_atTop (1 : ℝ)] with x hx
    rw [screening, if_neg (not_le.mpr hx), branch]
    ring

end

end GrapheneStaticScreening
```

```lean
#print axioms GrapheneStaticScreening.neutral_dielectric
-- 'GrapheneStaticScreening.neutral_dielectric' depends on axioms: [propext, Classical.choice, Quot.sound]
#print axioms GrapheneStaticScreening.screening_main
-- 'GrapheneStaticScreening.screening_main' depends on axioms: [propext, Classical.choice, Quot.sound]
```

## From the Lean names to the formulas

`interbandAbsorption` is the absorption above threshold, and `neutralPolarizability` is $P_0$, integrated over `Ioi (v * q)`, the open half-line $w>vq$. `dielectric e2 q P` is $1+(2\pi e_2/q)P$ for any polarizability $P$. `branch`, `branchSlope` and `screening` are $B$, $S$ and $F$.

`neutralPolarizability_eq` states $P_0=q/(4v)$ for all positive `v` and `q`. Its `hderiv` is the differentiation of $A$. The lemma `integral_Ioi_of_hasDerivAt_of_nonneg` then evaluates the integral from continuity at the threshold, the limit at infinity and the sign of the integrand; the sign also supplies integrability, so the singularity needs no separate estimate. `neutral_dielectric` inserts the result into the dielectric function, for any real `e2`.

`hasDerivAt_branch` proves $B'=S$ for $x>1$; its `key` is the identity $(1-1/x^2)/s=s$ that merges the two divergent terms. `branchSlope_one` is $S(1)=0$. `hasDerivAt_screening` gives the derivative of $F$ at every real $x$ as $S(\max(x,1))$. `screening_main` collects the zero slope at 1, the monotonicity and the large-$x$ limit. The last of these uses the derivative of the arcsine at zero, read as a limit of difference quotients along $1/x$.

## Differentiability at the joint from continuity of the slope

The chain rule fails for $B$ at $x=1$, where the square root and the arcsine both have infinite slope. The proof turns on Mathlib's `hasDerivAt_of_hasDerivAt_of_ne'`, which packages the mean value argument. If $f$ has derivative $g(y)$ at every $y$ other than one point, and both $f$ and $g$ are continuous at that point, then $f$ has derivative $g(y)$ at every $y$, the exceptional point included.

To apply it, the file needs one function $g$ that gives the slope on both sides, and `max y 1` provides a convenient formula for it. $F(y)=B(\max(y,1))$ and the candidate slope $S(\max(y,1))$ are compositions of continuous functions whose denominators never vanish, so `hF` and `hS` need no one-sided limits. What remains is the derivative away from 1: a constant on the left, `hasDerivAt_branch` on the right.

## What is proved and what is put in

The theorems establish the value of the Kramers–Kronig integral, the neutral dielectric constant that follows from it, and the three properties of $F$ as real-valued formulas. They say nothing about rounding errors in an implementation.

The physics enters through the definitions. The absorption stands for transitions between two perfectly linear bands with no upper cutoff, and its prefactor contains the fourfold spin and valley degeneracy. The Kramers–Kronig integral is taken as the definition of the static polarizability. The formula for $F$ is likewise put in and not derived from a sum over electron–hole pairs, and the density-of-states factor that multiplies it in a code does not appear in the file.

Temperature, disorder, band curvature and interactions beyond the random-phase approximation are absent from the model. The large-$x$ statement is a limit without a rate, so it does not say from which $x$ onwards a code may replace $F$ by $\pi x/4$.
